# Cutoff independence of the one-centre PAW correction for a continuous potential and partial waves matched beyond $r_c$

Let $v$ be a continuous local potential, $\phi_i,\phi_j$ continuous all-electron partial waves and $\psi_i,\psi_j$ continuous pseudo partial waves (often written $\tilde\phi_i,\tilde\phi_j$), all functions of the radius $r$, with the waves in reduced form ($r$ times the radial part of the orbital). Suppose $\phi_i=\psi_i$ and $\phi_j=\psi_j$ for $r\ge r_c$, where $r_c$ is the augmentation radius. Then

$$D(R)=\int_0^R v\,(\phi_i^*\phi_j-\psi_i^*\psi_j)\,dr$$

has the same value for every cutoff $R\ge r_c$. This remains true for $\phi_i=\phi_j=\sin kr$ with wave number $k>0$, although $\int_0^R\sin^2kr\,dr\to\infty$. In the projector augmented-wave method such radial differences enter the coefficients that correct the pseudo expectation value of a local operator, so for one radial channel pair and a continuous $v$ the radial integration may stop at $r_c$, and partial waves at scattering energies need not be normalisable.

## Matrix elements, correction and the two test waves

In Lean 4 with Mathlib:

```lean
import Mathlib

open Filter Set ComplexConjugate

namespace PAWOneCentre

noncomputable section
```

The waves are reduced radial functions, $r$ times the radial part of the orbital, so the measure is $dr$ with no factor $r^2$. For two such functions $f,g$ the truncated matrix element is $\langle f|v|g\rangle_R=\int_0^R v f^*g\,dr$, with `conj` on the left factor.

```lean
/-- Radial matrix element `∫₀^R v f* g dr` of a local potential `v` between two reduced
radial functions, cut off at radius `R`. -/
def radialElement (v f g : ℝ → ℂ) (R : ℝ) : ℂ :=
  ∫ r in (0 : ℝ)..R, v r * (conj (f r) * g r)
```

The integrand of the correction is $d(r)=v(r)\,[\phi_i^*\phi_j-\psi_i^*\psi_j](r)$, and $D(R)=\int_0^R d\,dr$.

```lean
/-- The integrand `v (φi* φj - ψi* ψj)` built from all-electron partial waves `φ` and
pseudo partial waves `ψ`. -/
def pairDiff (v φi φj ψi ψj : ℝ → ℂ) (r : ℝ) : ℂ :=
  v r * (conj (φi r) * φj r - conj (ψi r) * ψj r)

/-- The one-centre correction `∫₀^R v (φi* φj - ψi* ψj) dr` with cutoff radius `R`. -/
def correction (v φi φj ψi ψj : ℝ → ℂ) (R : ℝ) : ℂ :=
  ∫ r in (0 : ℝ)..R, pairDiff v φi φj ψi ψj r
```

Every function has type `ℝ → ℂ` and is assumed continuous on the whole line; real waves are the special case in which conjugation does nothing. The same $v$ acts in both terms. The model has no angular factors, projector functions or kinetic-energy operator, and continuity of $v$ excludes the nuclear $-Z/r$ singularity of a nucleus of charge $Z$. The matching at $r\ge r_c$ expresses that pseudisation changes a wave only inside the augmentation sphere; it is assumed, not obtained from a construction of $\psi$.

The wave $\sin kr$ is the regular free $s$-wave solution in reduced form. A pseudo partner adds the bump $r\max(r_c-r,0)$, which vanishes at the origin and beyond $r_c$.

```lean
/-- The scattering partial wave `sin (k r)`. -/
def sineWave (k : ℝ) (r : ℝ) : ℂ := (Real.sin (k * r) : ℂ)

/-- The pseudo partial wave `sin (k r) + r max (rc - r, 0)`. -/
def pseudoSineWave (k rc : ℝ) (r : ℝ) : ℂ :=
  (Real.sin (k * r) : ℂ) + ((r * max (rc - r) 0 : ℝ) : ℂ)
```

## The shell beyond $r_c$ contributes nothing

Conjugation, products and differences preserve continuity, so $d$ is continuous and hence integrable on every bounded interval. The proof term composes these closure properties in the order in which $d$ is built.

```lean
variable {v φi φj ψi ψj : ℝ → ℂ} {rc : ℝ}

/-- For a continuous potential and continuous partial waves the integrand of the
correction is continuous. -/
theorem pairDiff_continuous (hv : Continuous v) (hφi : Continuous φi) (hφj : Continuous φj)
    (hψi : Continuous ψi) (hψj : Continuous ψj) : Continuous (pairDiff v φi φj ψi ψj) :=
  hv.mul (((Complex.continuous_conj.comp hφi).mul hφj).sub
    ((Complex.continuous_conj.comp hψi).mul hψj))
```

For $r\ge r_c$, substituting the matching conditions `hi` and `hj` gives $d(r)=v\,(\psi_i^*\psi_j-\psi_i^*\psi_j)=0$.

```lean
/-- If all-electron and pseudo partial waves agree for `r ≥ rc`, the integrand of the
correction vanishes there. -/
theorem pairDiff_eq_zero (hi : ∀ r, rc ≤ r → φi r = ψi r) (hj : ∀ r, rc ≤ r → φj r = ψj r)
    {r : ℝ} (hr : rc ≤ r) : pairDiff v φi φj ψi ψj r = 0 := by
  simp [pairDiff, hi r hr, hj r hr]
```

For $R\ge r_c$ split the range:

$$D(R)=\int_0^{r_c}d\,dr+\int_{r_c}^R d\,dr=D(r_c)+0 .$$

In `correction_cutoff_independent`, `h0` is the vanishing of the second integral: `integral_congr` replaces $d$ by zero on $[r_c,R]$, and `hR` identifies the unordered interval `uIcc` with that range. The split is `integral_add_adjacent_intervals`, which needs integrability on both parts and receives it from continuity. The radius `rc` is any real number here, including $r_c=0$, where the statement reads $D(R)=0$ for $R\ge0$.

```lean
/-- For continuous data with all-electron and pseudo partial waves agreeing for `r ≥ rc`,
the one-centre correction has the same value for every cutoff `R ≥ rc`. -/
theorem correction_cutoff_independent (hv : Continuous v) (hφi : Continuous φi)
    (hφj : Continuous φj) (hψi : Continuous ψi) (hψj : Continuous ψj)
    (hi : ∀ r, rc ≤ r → φi r = ψi r) (hj : ∀ r, rc ≤ r → φj r = ψj r)
    {R : ℝ} (hR : rc ≤ R) :
    correction v φi φj ψi ψj R = correction v φi φj ψi ψj rc := by
  have hc := pairDiff_continuous hv hφi hφj hψi hψj
  -- the shell between rc and R contributes nothing
  have h0 : ∫ r in rc..R, pairDiff v φi φj ψi ψj r = 0 := by
    have h1 : ∫ r in rc..R, pairDiff v φi φj ψi ψj r = ∫ _ in rc..R, (0 : ℂ) := by
      apply intervalIntegral.integral_congr
      intro r hr
      rw [uIcc_of_le hR] at hr
      exact pairDiff_eq_zero hi hj hr.1
    rw [h1]
    simp
  unfold correction
  -- split [0, R] at rc
  rw [← intervalIntegral.integral_add_adjacent_intervals (hc.intervalIntegrable 0 rc)
    (hc.intervalIntegrable rc R), h0, add_zero]
```

Linearity of the integral gives, for every $R$ and with no matching required,

$$D(R)=\langle\phi_i|v|\phi_j\rangle_R-\langle\psi_i|v|\psi_j\rangle_R .$$

The two continuity facts `h1` and `h2` make each term separately integrable, which `integral_sub` requires, and `mul_sub` distributes $v$ over the bracket.

```lean
/-- For continuous data the correction is the all-electron matrix element minus the pseudo
matrix element at the same cutoff. -/
theorem correction_eq_sub (hv : Continuous v) (hφi : Continuous φi)
    (hφj : Continuous φj) (hψi : Continuous ψi) (hψj : Continuous ψj) (R : ℝ) :
    correction v φi φj ψi ψj R = radialElement v φi φj R - radialElement v ψi ψj R := by
  have h1 : Continuous fun r => v r * (conj (φi r) * φj r) :=
    hv.mul ((Complex.continuous_conj.comp hφi).mul hφj)
  have h2 : Continuous fun r => v r * (conj (ψi r) * ψj r) :=
    hv.mul ((Complex.continuous_conj.comp hψi).mul hψj)
  unfold correction radialElement
  rw [← intervalIntegral.integral_sub (h1.intervalIntegrable 0 R) (h2.intervalIntegrable 0 R)]
  apply intervalIntegral.integral_congr
  intro r _
  simp only [pairDiff, mul_sub]
```

## A constant charge correction forces equal moduli

Take $v=1$ and $i=j$, with waves $\phi,\psi$, so that $D(R)=\int_0^R(|\phi|^2-|\psi|^2)\,dr$ is the charge difference. Suppose only that $D(R)=D(r_c)$ for all $R\ge r_c$. The fundamental theorem of calculus gives $D'(r)=|\phi(r)|^2-|\psi(r)|^2$. For $r>r_c$ the function $D$ is constant on a neighbourhood of $r$, so $D'(r)=0$ and $|\phi(r)|=|\psi(r)|$. In the code `hd` is the derivative, `he` is local constancy, `hz` equates the two derivatives by uniqueness, and the remaining lines pass from $\phi^*\phi=\psi^*\psi$ to equality of non-negative norms. The conclusion concerns moduli only, so this is a partial converse. For $\phi=\sin kr$ with $k\ne0$, both $\psi=-\phi$ (a constant phase) and $\psi=e^{\mathrm{i}r}\phi$ (a phase varying with $r$, with $\mathrm{i}$ the imaginary unit) satisfy the hypothesis without equalling $\phi$ throughout $r\ge r_c$.

```lean
/-- Partial converse (moduli only) for `v = 1` and equal indices: if the correction is the same for
all cutoffs `R ≥ rc`, then the continuous waves `φ` and `ψ` have equal modulus at every `r > rc`. -/
theorem norm_eq_of_cutoff_independent {φ ψ : ℝ → ℂ} (hφ : Continuous φ) (hψ : Continuous ψ)
    (h : ∀ R, rc ≤ R → correction 1 φ φ ψ ψ R = correction 1 φ φ ψ ψ rc)
    {r : ℝ} (hr : rc < r) : ‖φ r‖ = ‖ψ r‖ := by
  have hc : Continuous (pairDiff 1 φ φ ψ ψ) :=
    pairDiff_continuous continuous_one hφ hφ hψ hψ
  -- the derivative in the cutoff is the integrand
  have hd : HasDerivAt (correction 1 φ φ ψ ψ) (pairDiff 1 φ φ ψ ψ r) r :=
    (hc.integral_hasStrictDerivAt 0 r).hasDerivAt
  -- the correction is locally constant at r
  have he : correction 1 φ φ ψ ψ =ᶠ[nhds r] fun _ => correction 1 φ φ ψ ψ rc := by
    filter_upwards [Ioi_mem_nhds hr] with R hR using h R (le_of_lt hR)
  have hz : pairDiff 1 φ φ ψ ψ r = 0 :=
    hd.unique ((hasDerivAt_const r (correction 1 φ φ ψ ψ rc)).congr_of_eventuallyEq he)
  simp only [pairDiff, Pi.one_apply, one_mul] at hz
  have h1 : ((Complex.normSq (φ r) : ℝ) : ℂ) = ((Complex.normSq (ψ r) : ℝ) : ℂ) := by
    rw [Complex.normSq_eq_conj_mul_self, Complex.normSq_eq_conj_mul_self]
    exact sub_eq_zero.mp hz
  have h2 : Complex.normSq (φ r) = Complex.normSq (ψ r) := by exact_mod_cast h1
  rw [Complex.normSq_eq_norm_sq, Complex.normSq_eq_norm_sq] at h2
  exact (sq_eq_sq₀ (norm_nonneg _) (norm_nonneg _)).mp h2
```

## The norm of $\sin kr$ diverges

Write $N(R)=\int_0^R|\sin kr|^2dr$. For $k\ne0$,

$$\frac{d}{dr}\Big[\frac r2-\frac{\sin 2kr}{4k}\Big]=\frac{1-\cos 2kr}{2}=\sin^2kr,$$

and the bracket vanishes at $r=0$, so $N(R)=R/2-\sin(2kR)/(4k)$. The step `hn` removes the complex modulus, `hd` is the displayed derivative (the chain rule in `h1` and `h2`, cancellation of $k$ in `h3`, then the double-angle identity), and `integral_eq_sub_of_hasDerivAt` evaluates the endpoints.

```lean
/-- For `k ≠ 0` the squared norm of `sin (k r)` on `[0, R]` is `R/2 - sin (2 k R)/(4 k)`. -/
theorem sineWave_normSq {k : ℝ} (hk : k ≠ 0) (R : ℝ) :
    ∫ r in (0 : ℝ)..R, ‖sineWave k r‖ ^ 2 = R / 2 - Real.sin (2 * (k * R)) / (4 * k) := by
  have hn : ∀ r, ‖sineWave k r‖ ^ 2 = Real.sin (k * r) ^ 2 := by
    intro r
    rw [sineWave, Complex.norm_real, Real.norm_eq_abs, sq_abs]
  simp only [hn]
  -- antiderivative of sin² (k r)
  have hd : ∀ x ∈ uIcc (0 : ℝ) R,
      HasDerivAt (fun r => r / 2 - Real.sin (2 * (k * r)) / (4 * k))
        (Real.sin (k * x) ^ 2) x := by
    intro x _
    have h1 : HasDerivAt (fun r : ℝ => 2 * (k * r)) (2 * (k * 1)) x :=
      ((hasDerivAt_id' x).const_mul k).const_mul 2
    have h2 := ((hasDerivAt_id' x).div_const 2).fun_sub (h1.sin.div_const (4 * k))
    refine h2.congr_deriv ?_
    have h3 : Real.cos (2 * (k * x)) * (2 * (k * 1)) / (4 * k)
        = Real.cos (2 * (k * x)) / 2 := by
      rw [div_eq_div_iff (mul_ne_zero (by norm_num) hk) (by norm_num)]
      ring
    rw [h3, Real.cos_two_mul, Real.sin_sq]
    ring
  have hc : Continuous fun r : ℝ => Real.sin (k * r) ^ 2 := by fun_prop
  rw [intervalIntegral.integral_eq_sub_of_hasDerivAt hd (hc.intervalIntegrable 0 R)]
  simp
```

For $k>0$, $\sin 2kR\le1$ gives $N(R)\ge R/2-1/(4k)$, and the lower bound tends to infinity. Here `h1` is the divergence of the bound, `h2` the inequality, and `tendsto_atTop_mono` the comparison; `Tendsto` with `atTop atTop` reads $N(R)\to\infty$ as $R\to\infty$.

```lean
/-- For `k > 0` the squared norm of `sin (k r)` on `[0, R]` tends to infinity with `R`. -/
theorem sineWave_normSq_tendsto {k : ℝ} (hk : 0 < k) :
    Tendsto (fun R => ∫ r in (0 : ℝ)..R, ‖sineWave k r‖ ^ 2) atTop atTop := by
  have h1 : Tendsto (fun R : ℝ => R / 2 + -(1 / (4 * k))) atTop atTop :=
    tendsto_atTop_add_const_right _ _ (Tendsto.atTop_div_const two_pos tendsto_id)
  refine tendsto_atTop_mono (fun R => ?_) h1
  rw [sineWave_normSq hk.ne' R]
  have h2 : Real.sin (2 * (k * R)) / (4 * k) ≤ 1 / (4 * k) :=
    div_le_div_of_nonneg_right (Real.sin_le_one _) (by positivity)
  linarith
```

## Divergent norm, fixed correction

Let $k>0$, let $v$ be continuous, and let $\psi$ be any continuous function equal to $\sin kr$ for $r\ge r_c$. Then $N(R)\to\infty$, while

$$\langle\sin kr|v|\sin kr\rangle_R-\langle\psi|v|\psi\rangle_R$$

is the same for all $R\ge r_c$. The proof rewrites both differences as corrections by `correction_eq_sub` and applies cutoff independence with $i=j$. The divergence is stated for the norm of this one wave; nothing is said about how the separate matrix elements of a general $v$ grow, nor about the norms of phase-shifted waves.

```lean
/-- For `k > 0`, continuous `v` and any continuous pseudo wave `ψ` equal to `sin (k r)` for
`r ≥ rc`, the squared norm of `sin (k r)` on `[0, R]` diverges while the all-electron minus
pseudo matrix element is the same for all `R ≥ rc`. -/
theorem scattering_wave_correction {k : ℝ} (hk : 0 < k) {ψ : ℝ → ℂ} (hv : Continuous v)
    (hψ : Continuous ψ) (hm : ∀ r, rc ≤ r → sineWave k r = ψ r) :
    Tendsto (fun R => ∫ r in (0 : ℝ)..R, ‖sineWave k r‖ ^ 2) atTop atTop ∧
      ∀ R, rc ≤ R →
        radialElement v (sineWave k) (sineWave k) R - radialElement v ψ ψ R
          = radialElement v (sineWave k) (sineWave k) rc - radialElement v ψ ψ rc := by
  have hs : Continuous (sineWave k) :=
    Complex.continuous_ofReal.comp (by fun_prop : Continuous fun r : ℝ => Real.sin (k * r))
  refine ⟨sineWave_normSq_tendsto hk, fun R hR => ?_⟩
  rw [← correction_eq_sub hv hs hs hψ hψ, ← correction_eq_sub hv hs hs hψ hψ]
  exact correction_cutoff_independent hv hs hs hψ hψ hm hm hR
```

The choice $\psi=\sin kr$ meets the assumption trivially, with zero correction. For $r_c>0$ and any $k$ there is a different choice: $\psi=\sin kr+r\max(r_c-r,0)$ is continuous; for $r\ge r_c$ the maximum is $0$, so it matches; at $r=r_c/2$ it exceeds $\sin kr$ by $r_c^2/4>0$. The three bullets of the proof are these three statements. This $\psi$ has a kink at $r_c$, which continuity allows, whereas a practical pseudo wave would be joined smoothly.

```lean
/-- For `rc > 0` the wave `sin (k r) + r max (rc - r, 0)` is continuous, equals `sin (k r)`
for `r ≥ rc`, and differs from it at `r = rc / 2`. -/
theorem pseudoSineWave_witness (k : ℝ) (hrc : 0 < rc) :
    Continuous (pseudoSineWave k rc) ∧
      (∀ r, rc ≤ r → sineWave k r = pseudoSineWave k rc r) ∧
      sineWave k (rc / 2) ≠ pseudoSineWave k rc (rc / 2) := by
  refine ⟨?_, fun r hr => ?_, fun h => ?_⟩
  · have h1 : Continuous fun r : ℝ => Real.sin (k * r) := by fun_prop
    have h2 : Continuous fun r : ℝ => r * max (rc - r) 0 :=
      continuous_id.mul ((continuous_const.sub continuous_id).max continuous_const)
    exact (Complex.continuous_ofReal.comp h1).add (Complex.continuous_ofReal.comp h2)
  · have h0 : max (rc - r) 0 = 0 := max_eq_right (by linarith)
    rw [sineWave, pseudoSineWave, h0, mul_zero, Complex.ofReal_zero, add_zero]
  · have h0 : max (rc - rc / 2) 0 = rc - rc / 2 := max_eq_left (by linarith)
    rw [sineWave, pseudoSineWave, h0] at h
    have h1 : ((rc / 2 * (rc - rc / 2) : ℝ) : ℂ) = 0 := by linear_combination -h
    have h2 : rc / 2 * (rc - rc / 2) = 0 := Complex.ofReal_eq_zero.mp h1
    have h3 : 0 < rc / 2 * (rc - rc / 2) := mul_pos (by linarith) (by linarith)
    linarith

end

end PAWOneCentre
```

```lean
#print axioms PAWOneCentre.correction_cutoff_independent
#print axioms PAWOneCentre.norm_eq_of_cutoff_independent
#print axioms PAWOneCentre.scattering_wave_correction
```

```
'PAWOneCentre.correction_cutoff_independent' depends on axioms: [propext, Classical.choice, Quot.sound]
'PAWOneCentre.norm_eq_of_cutoff_independent' depends on axioms: [propext, Classical.choice, Quot.sound]
'PAWOneCentre.scattering_wave_correction' depends on axioms: [propext, Classical.choice, Quot.sound]
```

## The case $k=\pi$, $r_c=1$, $v=1$

The numbers here and the counter-example below are evaluated directly and are not among the theorems above. With $b(r)=r(1-r)$ on $[0,1]$ and $\psi=\sin\pi r+b$ there,

$$D(1)=-2\int_0^1 b\sin\pi r\,dr-\int_0^1b^2\,dr .$$

Integration by parts gives $\int_0^1 r\sin\pi r\,dr=1/\pi$ and $\int_0^1r^2\sin\pi r\,dr=1/\pi-4/\pi^3$, so the first integral is $4/\pi^3$. The second is $\tfrac13-\tfrac12+\tfrac15=\tfrac1{30}$. Hence $D(1)=-8/\pi^3-1/30\approx-0.2913$. At integer $R$ the sine term in $N(R)$ vanishes and $N(R)=R/2$:

| $R$ | $\int_0^R\sin^2\pi r\,dr$ | $\int_0^R\lvert\psi\rvert^2dr$ | $D(R)$ |
|---|---|---|---|
| 1 | 0.5 | 0.7913 | $-0.2913$ |
| 2 | 1 | 1.2913 | $-0.2913$ |
| 10 | 5 | 5.2913 | $-0.2913$ |

## Matching in one channel only

Keep every hypothesis of `correction_cutoff_independent` except `hj`. Take $v=1$, $\phi_i=\psi_i=\phi_j=\sin kr$ with $k>0$, and $\psi_j=0$. This is a test of the hypothesis, not an admissible set of partial waves: $\psi_j$ is the zero function, and the same all-electron wave is given two different pseudo partners. All functions are continuous and `hi` holds, but $d(r)=\sin^2kr$, so $D(R)=N(R)$. For $k=\pi$ and $r_c=1$ this gives $D(1)=1/2$ and $D(2)=1$, and $D(R)$ grows without bound.
